# The propagator of a finite-dimensional Hermitian Hamiltonian is unitary

For a time-independent Hamiltonian given by a finite Hermitian complex matrix H, the propagator over a time h is U = exp(−ihH), in units where ℏ = 1. The lemma states that U is unitary for every real h, so that evolution by U preserves inner products and norms. The proof first shows that the exponent A = −ihH is anti-Hermitian, meaning that its conjugate transpose is −A. It then writes UU† as exp(A) exp(−A) and tries to combine the two exponentials into exp(A + (−A)) = exp(0) = 1, which is allowed because A commutes with −A.

As first written in Lean, the proof fails:

```lean
import Mathlib

open Filter Topology Matrix

namespace PropagatorUnitary

noncomputable section

variable {ι : Type*} [Fintype ι] [DecidableEq ι]

/-- The propagator `exp(-ihH)` for evolution during a time `h`, with `ℏ = 1`. -/
def propagator (H : Matrix ι ι ℂ) (h : ℝ) : Matrix ι ι ℂ :=
  NormedSpace.exp (h • ((-Complex.I) • H))

/-- The propagator of a Hermitian matrix is unitary. -/
theorem propagator_unitary {H : Matrix ι ι ℂ} (hH : H.IsHermitian) (h : ℝ) :
    propagator H h ∈ Matrix.unitaryGroup ι ℂ := by
  have hs : (h • ((-Complex.I) • H))ᴴ = -(h • ((-Complex.I) • H)) := by
    simp [Matrix.conjTranspose_smul, hH.eq]
  rw [Matrix.mem_unitaryGroup_iff, Matrix.star_eq_conjTranspose, propagator,
    ← Matrix.exp_conjTranspose, hs,
    ← Matrix.exp_add_of_commute _ _ (Commute.refl _).neg_right,
    add_neg_cancel, NormedSpace.exp_zero]

end

end PropagatorUnitary
```

Compiling this gives:

```
Main.lean:22:36: error(lean.synthInstanceFailed): failed to synthesize instance of type class
  HasDistribNeg (Matrix ?m.77 ?m.77 ?m.78)

Hint: Type class instance resolution failures can be inspected with the `set_option trace.Meta.synthInstance true` command.
Main.lean:17:48: error: unsolved goals
ι : Type u_1
inst✝¹ : Fintype ι
inst✝ : DecidableEq ι
H : Matrix ι ι ℂ
hH : H.IsHermitian
h : ℝ
hs : (h • -Complex.I • H)ᴴ = -(h • -Complex.I • H)
⊢ NormedSpace.exp (h • -Complex.I • H) * NormedSpace.exp (-(h • -Complex.I • H)) = 1
```

Cause. The first message concerns `(Commute.refl _).neg_right`, the proof that a matrix commutes with its negative. Lean elaborates this term before `rw` matches the equation against the goal, so the underscore is not yet known to be A. All Lean has is a square matrix type whose index and entry types are both undetermined, the `?m.77` and `?m.78` of the message. For such a type it cannot find the instance `HasDistribNeg`, which `neg_right` needs and which says that negation is compatible with multiplication.

The second message is a consequence of the first. It shows the goal as it stood when the rewriting stopped, exp(A) exp(−A) = 1, which the remaining rewrites were meant to prove.

The repair replaces the underscore with `h • ((-Complex.I) • H)`, which is A itself. The type is now known to be `Matrix ι ι ℂ`, and the instance is found. The product becomes exp(A + (−A)), `add_neg_cancel` reduces the exponent to zero, and `NormedSpace.exp_zero` finishes the proof.

The change, after which it compiles:

```diff
@@ -20,5 +20,5 @@
   rw [Matrix.mem_unitaryGroup_iff, Matrix.star_eq_conjTranspose, propagator,
     ← Matrix.exp_conjTranspose, hs,
-    ← Matrix.exp_add_of_commute _ _ (Commute.refl _).neg_right,
+    ← Matrix.exp_add_of_commute _ _ (Commute.refl (h • ((-Complex.I) • H))).neg_right,
     add_neg_cancel, NormedSpace.exp_zero]
 
```
